# Independent uniform averaging over both axes leaves only mean polarizabilities in the C6 of two axial molecules

## Tensors, axes and units

Two molecules A and B are a distance R apart along a unit vector e. The angular part of the dipole-dipole tensor is

T = I − 3eeᵀ.

Each molecule is axial, with unit axes n and m:

αA = aI + Δa nnᵀ, αB = bI + Δb mmᵀ.

Here a is the polarizability perpendicular to the axis, a + Δa is the one along it, and the mean polarizability is tr αA/3 = a + Δa/3; likewise for B. In atomic units the leading dispersion energy at large R, with retardation neglected, is −C6/R⁶. The Casimir–Polder coefficient is an integral over imaginary frequencies iu,

C6 = (1/2π) ∫₀^∞ tr(T αA(iu) T αB(iu)) du.

The average of a function f of an axis is

⟨f⟩ = (1/4π) ∫₀^{2π} dφ ∫₀^π dθ sin θ f(n(θ,φ)),

and the two axes are averaged independently.

## The trace at fixed orientation

Put w = Tn = n − 3(n·e)e and v = Tm = m − 3(m·e)e. Then

TαA = aT + Δa wnᵀ, TαB = bT + Δb vmᵀ.

Multiplying and taking the trace gives four terms:

tr(TαA TαB) = ab tr T² + bΔa nᵀTw + aΔb mᵀTv + ΔaΔb (n·v)(m·w).

Since e·e = 1, T² = I + 3eeᵀ, so tr T² = 6. Since T is symmetric,

nᵀTw = w·w = 1 − 6(n·e)² + 9(n·e)² = 1 + 3(n·e)²,

and similarly mᵀTv = 1 + 3(m·e)². Finally n·v = m·w = n·m − 3(n·e)(m·e). Hence

tr(TαA TαB) = 6ab + bΔa(1 + 3(n·e)²) + aΔb(1 + 3(m·e)²) + ΔaΔb(n·m − 3(n·e)(m·e))².

If both axes lie along e, this equals 2ab + 4(a + Δa)(b + Δb), so a fixed orientation does feel the anisotropy.

## The average over both axes

For a fixed vector u with components u0, u1, u2,

n·u = sin θ (u0 cos φ + u1 sin φ) + u2 cos θ.

The integrals over θ from 0 to π of sin³θ, sin²θ cos θ and cos²θ sin θ are 4/3, 0 and 2/3. Therefore

∫₀^π (n·u)² sin θ dθ = (4/3)(u0 cos φ + u1 sin φ)² + (2/3)u2².

Over a full turn cos²φ and sin²φ each integrate to π and cos φ sin φ to 0. The total is (4π/3)(u0² + u1² + u2²), so

⟨(n·u)²⟩ = u·u/3.

Average over m first. The factor 1 + 3(m·e)² becomes 2, and the last square, which is (m·w)², becomes w·w/3 = (1 + 3(n·e)²)/3. At this stage the trace has become

(b + Δb/3)(6a + Δa(1 + 3(n·e)²)),

which is the result for A held fixed while the axis of B is averaged uniformly. Averaging over n replaces 1 + 3(n·e)² by 2 and gives

6ab + 2bΔa + 2aΔb + (2/3)ΔaΔb = 6(a + Δa/3)(b + Δb/3).

For C6, u again denotes the frequency variable, and the angular factors do not depend on it. If the products ab, bΔa, aΔb and ΔaΔb are integrable over u > 0, the frequency integral splits into four, and the same averages give

⟨C6⟩ = (3/π) ∫₀^∞ (a + Δa/3)(b + Δb/3) du.

## What the theorems say and assume

In the code, vectors are functions `Fin 3 → ℝ`, `⬝ᵥ` is the dot product, and `vecMulVec n n` is the dyad nnᵀ. `coupling e` is T, `polarizability a da n` is αA with `da` for Δa, and `orientAvg` is the average above. The component n·e of an axis along the separation appears as `n ⬝ᵥ e`.

`dispersion_trace` is the fixed-orientation formula, `orientAvg_dispersion_trace` its average, and `orientAvg_dispersionC6` the statement for C6. In the last, the components are real functions of u, and `h1` to `h4` are the four integrability conditions. They stand for the physical behaviour of a molecular response that is finite at u = 0 and falls off as 1/u² at high imaginary frequency.

The Casimir–Polder expression is taken as the definition of `dispersionC6`, not derived from quantum mechanics. The model is non-retarded and dipolar, each molecule keeps one axis at all frequencies, and the orientations carry no Boltzmann weight. Within it, the averaged C6 of two axial molecules equals that of two isotropic molecules with the same mean polarizabilities at every imaginary frequency.

The condition e·e = 1 is needed. Take e = 0, a = b = 1 and Δa = Δb = 0: then T = I and the trace is 3 at every orientation, whereas the formula would give 6.

In Lean 4 with Mathlib:

```lean
import Mathlib

open Matrix Real MeasureTheory

noncomputable section

namespace AnisotropicDispersion

/-- The angular part `I - 3 e eᵀ` of the dipole-dipole tensor for separation direction `e`. -/
def coupling (e : Fin 3 → ℝ) : Matrix (Fin 3) (Fin 3) ℝ :=
  1 - (3 : ℝ) • vecMulVec e e

/-- The polarizability tensor `a I + d n nᵀ` of an axial molecule with axis `n`. -/
def polarizability (a d : ℝ) (n : Fin 3 → ℝ) : Matrix (Fin 3) (Fin 3) ℝ :=
  a • (1 : Matrix (Fin 3) (Fin 3) ℝ) + d • vecMulVec n n

/-- The unit vector with polar angle `θ` and azimuth `φ`. -/
def direction (θ φ : ℝ) : Fin 3 → ℝ :=
  ![sin θ * cos φ, sin θ * sin φ, cos θ]

/-- The uniform average of a function of a molecular axis over spherical angles. -/
def orientAvg (f : (Fin 3 → ℝ) → ℝ) : ℝ :=
  (4 * π)⁻¹ * ∫ φ in (0 : ℝ)..(2 * π), ∫ θ in (0 : ℝ)..π, f (direction θ φ) * sin θ

/-- The Casimir-Polder coefficient `C6` of two axial molecules with axes `n` and `m`, whose
polarizability components are functions of the imaginary frequency `u`. -/
def dispersionC6 (e : Fin 3 → ℝ) (a da b db : ℝ → ℝ) (n m : Fin 3 → ℝ) : ℝ :=
  (2 * π)⁻¹ * ∫ u in Set.Ioi (0 : ℝ),
    trace (coupling e * polarizability (a u) (da u) n *
      coupling e * polarizability (b u) (db u) m)

/-- The dipole tensor times an axial polarizability is a multiple of the dipole tensor plus
a single dyad. -/
theorem coupling_mul_polarizability (e n : Fin 3 → ℝ) (a d : ℝ) :
    coupling e * polarizability a d n =
      a • coupling e + d • vecMulVec (n - (3 * (n ⬝ᵥ e)) • e) n := by
  have h : vecMulVec e e * vecMulVec n n = (n ⬝ᵥ e) • vecMulVec e n := by
    ext i j
    simp only [Matrix.mul_apply, vecMulVec_apply, Matrix.smul_apply, smul_eq_mul,
      dotProduct, Fin.sum_univ_three]
    ring
  have h2 : vecMulVec (n - (3 * (n ⬝ᵥ e)) • e) n =
      vecMulVec n n - (3 * (n ⬝ᵥ e)) • vecMulVec e n := by
    ext i j
    simp only [vecMulVec_apply, Matrix.sub_apply, Pi.sub_apply, Pi.smul_apply,
      Matrix.smul_apply, smul_eq_mul]
    ring
  rw [h2]
  simp only [coupling, polarizability, mul_add, sub_mul, mul_smul_comm, smul_mul_assoc,
    one_mul, mul_one, h]
  module

/-- The dispersion trace of two axial molecules at fixed orientations, in terms of the
projections of their axes on the separation direction and on each other. -/
theorem dispersion_trace {e n m : Fin 3 → ℝ} (he : e ⬝ᵥ e = 1) (hn : n ⬝ᵥ n = 1)
    (hm : m ⬝ᵥ m = 1) (a da b db : ℝ) :
    trace (coupling e * polarizability a da n * coupling e * polarizability b db m) =
      6 * (a * b) + b * da * (1 + 3 * (n ⬝ᵥ e) ^ 2) + a * db * (1 + 3 * (m ⬝ᵥ e) ^ 2)
        + da * db * (n ⬝ᵥ m - 3 * (n ⬝ᵥ e) * (m ⬝ᵥ e)) ^ 2 := by
  -- the trace for arbitrary dyads `w nᵀ` and `v mᵀ`
  have key : ∀ w v : Fin 3 → ℝ,
      trace ((a • coupling e + da • vecMulVec w n) * (b • coupling e + db • vecMulVec v m)) =
        a * b * (3 - 6 * (e ⬝ᵥ e) + 9 * (e ⬝ᵥ e) ^ 2)
        + a * db * (m ⬝ᵥ v - 3 * (m ⬝ᵥ e) * (e ⬝ᵥ v))
        + b * da * (n ⬝ᵥ w - 3 * (n ⬝ᵥ e) * (e ⬝ᵥ w))
        + da * db * ((n ⬝ᵥ v) * (m ⬝ᵥ w)) := by
    intro w v
    simp [coupling, Matrix.trace, Matrix.mul_apply, Fin.sum_univ_three, vecMulVec_apply,
      dotProduct, Matrix.one_apply]
    ring
  rw [Matrix.mul_assoc (coupling e * polarizability a da n),
    coupling_mul_polarizability e n, coupling_mul_polarizability e m, key]
  simp only [dotProduct_sub, dotProduct_smul, smul_eq_mul, he, hn, hm,
    dotProduct_comm e n, dotProduct_comm e m, dotProduct_comm m n]
  ring

/-- When both molecular axes lie along the separation direction, the dispersion trace is
`2ab + 4(a + Δa)(b + Δb)`. -/
theorem dispersion_trace_collinear {e : Fin 3 → ℝ} (he : e ⬝ᵥ e = 1) (a da b db : ℝ) :
    trace (coupling e * polarizability a da e * coupling e * polarizability b db e) =
      2 * (a * b) + 4 * ((a + da) * (b + db)) := by
  rw [dispersion_trace he he he, he]
  ring

/-- Two functions that agree on all unit vectors have the same orientational average. -/
theorem orientAvg_congr {f g : (Fin 3 → ℝ) → ℝ} (h : ∀ n, n ⬝ᵥ n = 1 → f n = g n) :
    orientAvg f = orientAvg g := by
  have hfg : ∀ θ φ, f (direction θ φ) = g (direction θ φ) := by
    intro θ φ
    apply h
    simp only [dotProduct, Fin.sum_univ_three]
    change sin θ * cos φ * (sin θ * cos φ) + sin θ * sin φ * (sin θ * sin φ)
      + cos θ * cos θ = 1
    linear_combination sin θ ^ 2 * sin_sq_add_cos_sq φ + sin_sq_add_cos_sq θ
  simp only [orientAvg, hfg]

/-- Under the orientational average a squared projection `(n·u)²` becomes `u·u/3`; here for
a constant plus two such terms. -/
theorem orientAvg_quadratic (c p q : ℝ) (u v : Fin 3 → ℝ) :
    orientAvg (fun n => c + p * (n ⬝ᵥ u) ^ 2 + q * (n ⬝ᵥ v) ^ 2) =
      c + p * (u ⬝ᵥ u) / 3 + q * (v ⬝ᵥ v) / 3 := by
  -- integral over the polar angle
  have polar : ∀ c X Y Z : ℝ, ∫ θ in (0 : ℝ)..π,
      (c + X * sin θ ^ 2 + Y * (sin θ * cos θ) + Z * cos θ ^ 2) * sin θ
        = 2 * c + 4 / 3 * X + 2 / 3 * Z := by
    intro c X Y Z
    have hF : ∀ θ : ℝ, HasDerivAt (fun θ => -c * cos θ
        + X * (cos θ * cos θ * cos θ / 3 - cos θ) + Y * (sin θ * sin θ * sin θ / 3)
        - Z * (cos θ * cos θ * cos θ / 3))
        ((c + X * sin θ ^ 2 + Y * (sin θ * cos θ) + Z * cos θ ^ 2) * sin θ) θ := by
      intro θ
      have hc := Real.hasDerivAt_cos θ
      have hs := Real.hasDerivAt_sin θ
      have hc3 := ((hc.fun_mul hc).fun_mul hc).div_const 3
      have hs3 := ((hs.fun_mul hs).fun_mul hs).div_const 3
      refine ((((hc.const_mul (-c)).fun_add ((hc3.fun_sub hc).const_mul X)).fun_add
        (hs3.const_mul Y)).fun_sub (hc3.const_mul Z)).congr_deriv ?_
      linear_combination (-X * sin θ) * sin_sq_add_cos_sq θ
    rw [intervalIntegral.integral_eq_sub_of_hasDerivAt (fun θ _ => hF θ)
      (Continuous.intervalIntegrable (by fun_prop) _ _)]
    simp only [Real.cos_pi, Real.cos_zero, Real.sin_pi, Real.sin_zero]
    ring
  -- integral over the azimuth
  have azimuth : ∀ K X Y Z : ℝ, ∫ φ in (0 : ℝ)..(2 * π),
      (K + X * cos φ ^ 2 + Y * (cos φ * sin φ) + Z * sin φ ^ 2)
        = 4 * π * (K / 2 + (X + Z) / 4) := by
    intro K X Y Z
    have hF : ∀ φ : ℝ, HasDerivAt (fun φ => K * φ + X * ((φ + sin φ * cos φ) / 2)
        + Y * (sin φ * sin φ / 2) + Z * ((φ - sin φ * cos φ) / 2))
        (K + X * cos φ ^ 2 + Y * (cos φ * sin φ) + Z * sin φ ^ 2) φ := by
      intro φ
      have hi := hasDerivAt_id' φ
      have hs := Real.hasDerivAt_sin φ
      have hsc := hs.fun_mul (Real.hasDerivAt_cos φ)
      refine ((((hi.const_mul K).fun_add (((hi.fun_add hsc).div_const 2).const_mul X)).fun_add
        (((hs.fun_mul hs).div_const 2).const_mul Y)).fun_add
        (((hi.fun_sub hsc).div_const 2).const_mul Z)).congr_deriv ?_
      linear_combination (-(X + Z) / 2) * sin_sq_add_cos_sq φ
    rw [intervalIntegral.integral_eq_sub_of_hasDerivAt (fun φ _ => hF φ)
      (Continuous.intervalIntegrable (by fun_prop) _ _)]
    simp only [Real.cos_two_pi, Real.cos_zero, Real.sin_two_pi, Real.sin_zero]
    ring
  have hd : ∀ (θ φ : ℝ) (w : Fin 3 → ℝ), direction θ φ ⬝ᵥ w =
      sin θ * (w 0 * cos φ + w 1 * sin φ) + cos θ * w 2 := by
    intro θ φ w
    simp only [dotProduct, Fin.sum_univ_three]
    change sin θ * cos φ * w 0 + sin θ * sin φ * w 1 + cos θ * w 2 = _
    ring
  have inner : ∀ φ : ℝ, ∫ θ in (0 : ℝ)..π, (c + p * (direction θ φ ⬝ᵥ u) ^ 2
      + q * (direction θ φ ⬝ᵥ v) ^ 2) * sin θ =
      (2 * c + 2 / 3 * (p * u 2 ^ 2 + q * v 2 ^ 2))
      + (4 / 3 * (p * u 0 ^ 2 + q * v 0 ^ 2)) * cos φ ^ 2
      + (8 / 3 * (p * u 0 * u 1 + q * v 0 * v 1)) * (cos φ * sin φ)
      + (4 / 3 * (p * u 1 ^ 2 + q * v 1 ^ 2)) * sin φ ^ 2 := by
    intro φ
    have h1 := polar c
      (p * (u 0 * cos φ + u 1 * sin φ) ^ 2 + q * (v 0 * cos φ + v 1 * sin φ) ^ 2)
      (2 * (p * (u 0 * cos φ + u 1 * sin φ) * u 2 + q * (v 0 * cos φ + v 1 * sin φ) * v 2))
      (p * u 2 ^ 2 + q * v 2 ^ 2)
    refine Eq.trans ?_ (h1.trans (by ring))
    apply intervalIntegral.integral_congr
    intro θ _
    simp only [hd]
    ring
  simp only [orientAvg, inner]
  rw [azimuth, inv_mul_cancel_left₀ (by positivity)]
  simp only [dotProduct, Fin.sum_univ_three]
  ring

/-- The average over both molecular axes of the angular factors in the dispersion trace,
with arbitrary coefficients. -/
theorem orientAvg_angular {e : Fin 3 → ℝ} (he : e ⬝ᵥ e = 1) (A B C D : ℝ) :
    orientAvg (fun n => orientAvg (fun m =>
      6 * A + B * (1 + 3 * (n ⬝ᵥ e) ^ 2) + C * (1 + 3 * (m ⬝ᵥ e) ^ 2)
        + D * (n ⬝ᵥ m - 3 * (n ⬝ᵥ e) * (m ⬝ᵥ e)) ^ 2)) =
      6 * A + 2 * B + 2 * C + 2 / 3 * D := by
  -- average over `m` at fixed `n`
  have inner : ∀ n : Fin 3 → ℝ, n ⬝ᵥ n = 1 → orientAvg (fun m =>
      6 * A + B * (1 + 3 * (n ⬝ᵥ e) ^ 2) + C * (1 + 3 * (m ⬝ᵥ e) ^ 2)
        + D * (n ⬝ᵥ m - 3 * (n ⬝ᵥ e) * (m ⬝ᵥ e)) ^ 2) =
      (6 * A + B + 2 * C + D / 3) + (3 * B + D) * (n ⬝ᵥ e) ^ 2 + 0 * (n ⬝ᵥ e) ^ 2 := by
    intro n hn
    have h := orientAvg_quadratic (6 * A + B * (1 + 3 * (n ⬝ᵥ e) ^ 2) + C) (3 * C) D e
      (n - (3 * (n ⬝ᵥ e)) • e)
    have hv : (n - (3 * (n ⬝ᵥ e)) • e) ⬝ᵥ (n - (3 * (n ⬝ᵥ e)) • e)
        = 1 + 3 * (n ⬝ᵥ e) ^ 2 := by
      simp only [sub_dotProduct, dotProduct_sub, smul_dotProduct, dotProduct_smul,
        smul_eq_mul, hn, he, dotProduct_comm e n]
      ring
    rw [hv, he] at h
    refine Eq.trans ?_ (h.trans (by ring))
    apply orientAvg_congr
    intro m _
    simp only [dotProduct_sub, dotProduct_smul, smul_eq_mul, dotProduct_comm m n]
    ring
  refine (orientAvg_congr inner).trans ?_
  rw [orientAvg_quadratic, he]
  ring

/-- Averaged over both axes, the dispersion trace is six times the product of the mean
polarizabilities `a + Δa/3` and `b + Δb/3`. -/
theorem orientAvg_dispersion_trace {e : Fin 3 → ℝ} (he : e ⬝ᵥ e = 1) (a da b db : ℝ) :
    orientAvg (fun n => orientAvg (fun m =>
      trace (coupling e * polarizability a da n * coupling e * polarizability b db m))) =
      6 * (a + da / 3) * (b + db / 3) := by
  refine Eq.trans ?_ ((orientAvg_angular he (a * b) (b * da) (a * db) (da * db)).trans
    (by ring))
  exact orientAvg_congr fun n hn => orientAvg_congr fun m hm =>
    dispersion_trace he hn hm a da b db

/-- The orientationally averaged `C6` is `3/π` times the integral over imaginary frequency
of the product of the two mean polarizabilities. -/
theorem orientAvg_dispersionC6 {e : Fin 3 → ℝ} (he : e ⬝ᵥ e = 1) {a da b db : ℝ → ℝ}
    (h1 : IntegrableOn (fun u => a u * b u) (Set.Ioi 0))
    (h2 : IntegrableOn (fun u => b u * da u) (Set.Ioi 0))
    (h3 : IntegrableOn (fun u => a u * db u) (Set.Ioi 0))
    (h4 : IntegrableOn (fun u => da u * db u) (Set.Ioi 0)) :
    orientAvg (fun n => orientAvg (fun m => dispersionC6 e a da b db n m)) =
      3 / π * ∫ u in Set.Ioi (0 : ℝ), (a u + da u / 3) * (b u + db u / 3) := by
  -- the frequency integral is linear in the angular factors
  have comb : ∀ x y z : ℝ, ∫ u in Set.Ioi (0 : ℝ),
      (6 * (a u * b u) + b u * da u * x + a u * db u * y + da u * db u * z) =
      6 * (∫ u in Set.Ioi (0 : ℝ), a u * b u) + (∫ u in Set.Ioi (0 : ℝ), b u * da u) * x
      + (∫ u in Set.Ioi (0 : ℝ), a u * db u) * y
      + (∫ u in Set.Ioi (0 : ℝ), da u * db u) * z := by
    intro x y z
    have i1 : Integrable (fun u => 6 * (a u * b u)) (volume.restrict (Set.Ioi 0)) :=
      Integrable.const_mul h1 6
    have i2 : Integrable (fun u => b u * da u * x) (volume.restrict (Set.Ioi 0)) :=
      Integrable.mul_const h2 x
    have i3 : Integrable (fun u => a u * db u * y) (volume.restrict (Set.Ioi 0)) :=
      Integrable.mul_const h3 y
    have i4 : Integrable (fun u => da u * db u * z) (volume.restrict (Set.Ioi 0)) :=
      Integrable.mul_const h4 z
    have i12 : Integrable (fun u => 6 * (a u * b u) + b u * da u * x)
      (volume.restrict (Set.Ioi 0)) := i1.add i2
    have i123 : Integrable (fun u => 6 * (a u * b u) + b u * da u * x + a u * db u * y)
      (volume.restrict (Set.Ioi 0)) := i12.add i3
    rw [integral_add i123 i4, integral_add i12 i3, integral_add i1 i2, integral_const_mul,
      integral_mul_const, integral_mul_const, integral_mul_const]
  have hC : ∀ n m : Fin 3 → ℝ, n ⬝ᵥ n = 1 → m ⬝ᵥ m = 1 → dispersionC6 e a da b db n m =
      6 * ((2 * π)⁻¹ * ∫ u in Set.Ioi (0 : ℝ), a u * b u)
      + ((2 * π)⁻¹ * ∫ u in Set.Ioi (0 : ℝ), b u * da u) * (1 + 3 * (n ⬝ᵥ e) ^ 2)
      + ((2 * π)⁻¹ * ∫ u in Set.Ioi (0 : ℝ), a u * db u) * (1 + 3 * (m ⬝ᵥ e) ^ 2)
      + ((2 * π)⁻¹ * ∫ u in Set.Ioi (0 : ℝ), da u * db u)
        * (n ⬝ᵥ m - 3 * (n ⬝ᵥ e) * (m ⬝ᵥ e)) ^ 2 := by
    intro n m hn hm
    simp only [dispersionC6, dispersion_trace he hn hm]
    rw [comb]
    ring
  have hR : 6 * (∫ u in Set.Ioi (0 : ℝ), (a u + da u / 3) * (b u + db u / 3)) = _ :=
    Eq.trans (by
      rw [← integral_const_mul]
      congr 1
      funext u
      ring) (comb 2 2 (2 / 3))
  refine (orientAvg_congr fun n hn => orientAvg_congr fun m hm => hC n m hn hm).trans
    ((orientAvg_angular he _ _ _ _).trans ?_)
  have hp : 3 / π = (2 * π)⁻¹ * 6 := by ring
  rw [hp]
  linear_combination (-(2 * π)⁻¹) * hR

end AnisotropicDispersion
```

```lean
#print axioms AnisotropicDispersion.dispersion_trace_collinear
#print axioms AnisotropicDispersion.orientAvg_dispersion_trace
#print axioms AnisotropicDispersion.orientAvg_dispersionC6
```

```
'AnisotropicDispersion.dispersion_trace_collinear' depends on axioms: [propext, Classical.choice, Quot.sound]
'AnisotropicDispersion.orientAvg_dispersion_trace' depends on axioms: [propext, Classical.choice, Quot.sound]
'AnisotropicDispersion.orientAvg_dispersionC6' depends on axioms: [propext, Classical.choice, Quot.sound]
```

## How the proof follows the calculation

`coupling_mul_polarizability` is the splitting TαA = aT + Δa wnᵀ. In `dispersion_trace`, the step `key` computes the trace for arbitrary dyads wnᵀ and vmᵀ by expanding into components. The actual w and v are then inserted, and the unit lengths reduce the result to the stated form. `dispersion_trace_collinear` sets n = m = e.

The trace formula is proved for unit axes, while `orientAvg` accepts functions of any vector. `orientAvg_congr` bridges this: every `direction θ φ` has unit length, so agreement on unit vectors is enough.

`orientAvg_quadratic` proves ⟨(n·u)²⟩ = u·u/3 for a constant plus two squared projections. Its steps `polar` and `azimuth` verify explicit antiderivatives by differentiation and evaluate them at the endpoints. Two projections are included because the average over m involves both (m·e)² and (m·w)².

`orientAvg_angular` carries out the two averages with general coefficients A, B, C, D; its step `inner` is the average over m. Setting these to ab, bΔa, aΔb and ΔaΔb gives `orientAvg_dispersion_trace`.

For C6, `comb` splits the frequency integral using the integrability conditions, and `hC` writes C6 in the form that `orientAvg_angular` accepts, with frequency integrals as coefficients. The angular average therefore acts on a finite sum, and no exchange of angular and frequency integrals is required. `hR` uses `comb` again, with the averaged factors 2, 2 and 2/3, to reassemble the product of mean polarizabilities under one integral.
